# Adding an orbital outside the basis span lowers the total spillage by the squared overlaps of the states with its normalised residual

A localised basis can be described as a list of non-orthogonal orbitals with an overlap matrix, or simply as the subspace that the orbitals span, and I don't know which description a rigorous statement about spillage should use. The claim I have in mind is this. Let \(P\) project orthogonally on the span of my basis, let \(\psi_i\) be finitely many orthonormal states, and call \(\sum_i (1 - \langle\psi_i|P|\psi_i\rangle)\) their total spillage. If I add an orbital \(x\) whose residual \(r = x - Px\) is nonzero, the total spillage should drop by exactly \(\sum_i |\langle\psi_i|r\rangle|^2/\|r\|^2\). I would like to see this derived step by step and machine-checked in Lean, and I would like to know where orthonormality of the states is actually used.

## The basis enters only through its span

The spillage depends on the basis only through \(P\), and \(P\) depends only on the span. The statement below therefore takes a subspace \(U\) of a complex inner product space \(E\), assumes that \(U\) has an orthogonal projector \(P\), and represents the enlarged basis by \(U' = U + \mathbb{C}x\). No overlap matrix appears. The total spillage is
\[ S(U) = \sum_i \bigl(1 - \operatorname{Re}\langle\psi_i|P\psi_i\rangle\bigr). \]
The gain formula turns out to hold for arbitrary vectors \(\psi_i\). Normalisation gives \(S(U)\) its meaning as lost weight, and orthonormality gives an upper bound on the gain.

For a finite set of fixed one-particle states with equal weights, such as the orbitals of a plane-wave calculation at a single k-point that are to be represented by Bloch sums of atomic functions, the formula gives the improvement from adding any one candidate orbital outside the span, without building the enlarged projector; it concerns the representation of those states and makes no statement about energies.

## Updating the projector and summing over the states

For every \(a \in U\) one has \(\langle a|r\rangle = 0\), by the definition of an orthogonal projector. Take any vector \(\varphi\) and a complex number \(c\) with \(c\langle r|r\rangle = \langle r|\varphi\rangle\). The vector \(P\varphi + cr = P\varphi + cx - cPx\) lies in \(U'\). The remainder is
\[ w = \varphi - (P\varphi + cr) = (\varphi - P\varphi) - cr . \]
It is a combination of two residuals, so \(\langle a|w\rangle = 0\) for \(a \in U\). Against \(r\),
\[ \langle r|w\rangle = \langle r|\varphi\rangle - \langle r|P\varphi\rangle - c\langle r|r\rangle = 0, \]
because the middle term vanishes and the other two cancel by the choice of \(c\). Since \(x = Px + r\), it follows that \(\langle x|w\rangle = 0\). A general element of \(U'\) is \(a + tx\) with \(a \in U\) and \(t \in \mathbb{C}\), and \(\langle a + tx|w\rangle = \langle a|w\rangle + \bar t\langle x|w\rangle = 0\). So \(\varphi\) splits into a part in \(U'\) and a part orthogonal to \(U'\). A suitable \(c\) always exists, namely \(c = \langle r|\varphi\rangle/\langle r|r\rangle\) for \(r \ne 0\) and \(c = 0\) for \(r = 0\). Hence \(U'\) has a projector \(P'\), and
\[ P'\varphi = P\varphi + cr . \]

Let \(x \notin U\). Then \(r \neq 0\), since \(r = 0\) would give \(x = Px \in U\). With \(c_i = \langle r|\psi_i\rangle/\|r\|^2\) and \(\langle r|\psi_i\rangle = \overline{\langle\psi_i|r\rangle}\),
\[ \langle\psi_i|P'\psi_i\rangle = \langle\psi_i|P\psi_i\rangle + c_i\langle\psi_i|r\rangle = \langle\psi_i|P\psi_i\rangle + \frac{|\langle\psi_i|r\rangle|^2}{\|r\|^2}. \]
The constants \(1\) cancel in the difference of the two spillages, and summing over \(i\) gives
\[ S(U) - S(U') = \sum_i \frac{|\langle\psi_i|r\rangle|^2}{\|r\|^2} = \sum_i |\langle\psi_i|\hat r\rangle|^2, \qquad \hat r = \frac{r}{\|r\|}. \]
If \(x \in U\), then \(r = 0\), the choice \(c = 0\) gives \(P'\psi_i = P\psi_i\), and the spillage is unchanged.

For a normalised state put \(\rho_i = \psi_i - P\psi_i\). Then
\[ \|\rho_i\|^2 = \langle\psi_i|\rho_i\rangle - \langle P\psi_i|\rho_i\rangle = \langle\psi_i|\psi_i\rangle - \langle\psi_i|P\psi_i\rangle = 1 - \langle\psi_i|P\psi_i\rangle, \]
so \(S(U) = \sum_i\|\rho_i\|^2\) is the weight of the states outside the span.

For orthonormal states put \(\alpha_i = \langle\psi_i|r\rangle\) and \(y = \sum_i \alpha_i\psi_i\). Then \(\langle y|r\rangle = \sum_i \bar\alpha_i\alpha_i\). Orthonormality gives \(\langle\psi_j|y\rangle = \alpha_j\), so \(\langle y|y\rangle\) equals the same sum, and
\[ \|y - r\|^2 = \|y\|^2 - 2\operatorname{Re}\langle y|r\rangle + \|r\|^2 = \|r\|^2 - \sum_i|\alpha_i|^2 . \]
The left side is non-negative, which is Bessel's inequality for a finite family, and division by \(\|r\|^2\) shows that the gain is at most \(1\). If the gain equals \(1\), the left side vanishes and \(r = y\) lies in the span of the states. Conversely, if \(r = \sum_i \gamma_i\psi_i\) with complex coefficients \(\gamma_i\), then \(\alpha_i = \gamma_i\), so \(y = r\) and the gain is \(1\).

## The Lean file

```lean
import Mathlib

open scoped InnerProductSpace
open ComplexConjugate

namespace SpillageGain

noncomputable section

variable {E : Type*} [NormedAddCommGroup E] [InnerProductSpace ℂ E]
variable {ι : Type*} [Fintype ι]

/-- The part `x - P x` of an orbital `x` left over by the projector `P` on the basis span `U`. -/
def residual (U : Submodule ℂ E) [U.HasOrthogonalProjection] (x : E) : E :=
  x - U.starProjection x

/-- The span of the basis after the orbital `x` has been added. -/
def extend (U : Submodule ℂ E) (x : E) : Submodule ℂ E := U ⊔ Submodule.span ℂ {x}

/-- Total spillage `∑ᵢ (1 - Re ⟨ψᵢ|P|ψᵢ⟩)` of the states `ψᵢ` out of the basis span `U`. -/
def spillage (U : Submodule ℂ E) [U.HasOrthogonalProjection] (ψ : ι → E) : ℝ :=
  ∑ i, (1 - (⟪ψ i, U.starProjection (ψ i)⟫_ℂ).re)

variable (U : Submodule ℂ E) [U.HasOrthogonalProjection]

/-- The residual of any orbital is orthogonal to every vector of the basis span. -/
theorem residual_orth (x : E) {u : E} (hu : u ∈ U) : ⟪u, residual U x⟫_ℂ = 0 :=
  Submodule.inner_right_of_mem_orthogonal hu (U.sub_starProjection_mem_orthogonal x)

/-- If `c ⟨r|r⟩ = ⟨r|φ⟩` for the residual `r` of `x`, then `P φ + c r` lies in the enlarged
span and `φ - (P φ + c r)` is orthogonal to the enlarged span. -/
theorem extend_decomp (x φ : E) (c : ℂ)
    (hc : c * ⟪residual U x, residual U x⟫_ℂ = ⟪residual U x, φ⟫_ℂ) :
    U.starProjection φ + c • residual U x ∈ extend U x ∧
      φ - (U.starProjection φ + c • residual U x) ∈ (extend U x)ᗮ := by
  have hU : ∀ y, U.starProjection y ∈ extend U x := fun y =>
    Submodule.mem_sup_left (U.starProjection_apply_mem y)
  have hx : x ∈ extend U x := Submodule.mem_sup_right (Submodule.mem_span_singleton_self x)
  refine ⟨add_mem (hU φ) (Submodule.smul_mem _ c (sub_mem hx (hU x))), ?_⟩
  have hw : φ - (U.starProjection φ + c • residual U x)
      = residual U φ - c • residual U x := (sub_sub _ _ _).symm
  rw [hw]
  -- the remainder is orthogonal to U ...
  have h1 : ∀ a ∈ U, ⟪a, residual U φ - c • residual U x⟫_ℂ = 0 := fun a ha => by
    rw [inner_sub_right, inner_smul_right, residual_orth U φ ha, residual_orth U x ha]
    ring
  -- ... and to r, by the choice of c
  have h2 : ⟪residual U x, residual U φ - c • residual U x⟫_ℂ = 0 := by
    have e1 : ⟪residual U x, residual U φ⟫_ℂ
        = ⟪residual U x, φ⟫_ℂ - ⟪residual U x, U.starProjection φ⟫_ℂ :=
      inner_sub_right _ φ (U.starProjection φ)
    have e2 : ⟪residual U x, U.starProjection φ⟫_ℂ = 0 :=
      inner_eq_zero_symm.mp (residual_orth U x (U.starProjection_apply_mem φ))
    rw [inner_sub_right, inner_smul_right, e1, e2, hc]
    ring
  -- hence to x = P x + r
  have h3 : ⟪x, residual U φ - c • residual U x⟫_ℂ = 0 := by
    have e : ⟪residual U x, residual U φ - c • residual U x⟫_ℂ
        = ⟪x, residual U φ - c • residual U x⟫_ℂ
          - ⟪U.starProjection x, residual U φ - c • residual U x⟫_ℂ :=
      inner_sub_left x (U.starProjection x) _
    rw [h2, h1 _ (U.starProjection_apply_mem x), sub_zero] at e
    exact e.symm
  rw [Submodule.mem_orthogonal]
  intro u hu
  obtain ⟨a, ha, b, hb, rfl⟩ := Submodule.mem_sup.mp hu
  obtain ⟨t, rfl⟩ := Submodule.mem_span_singleton.mp hb
  rw [inner_add_left, inner_smul_left, h1 a ha, h3]
  ring

/-- The enlarged span has an orthogonal projector. -/
instance extend_hasProjection (x : E) : (extend U x).HasOrthogonalProjection := ⟨fun φ => by
  by_cases hr : residual U x = 0
  · exact ⟨_, extend_decomp U x φ 0 (by simp [hr])⟩
  · exact ⟨_, extend_decomp U x φ _ (div_mul_cancel₀ _ (inner_self_ne_zero.mpr hr))⟩⟩

/-- Projector update: if `c ⟨r|r⟩ = ⟨r|φ⟩`, the projector on the enlarged span maps `φ` to
`P φ + c r`. -/
theorem projection_extend (x φ : E) (c : ℂ)
    (hc : c * ⟪residual U x, residual U x⟫_ℂ = ⟪residual U x, φ⟫_ℂ) :
    (extend U x).starProjection φ = U.starProjection φ + c • residual U x :=
  Submodule.eq_starProjection_of_mem_orthogonal (extend_decomp U x φ c hc).1
    (extend_decomp U x φ c hc).2

/-- For normalised states the total spillage is `∑ᵢ ‖ψᵢ - P ψᵢ‖²`. -/
theorem spillage_eq_sum_residual (ψ : ι → E) (hψ : ∀ i, ‖ψ i‖ = 1) :
    spillage U ψ = ∑ i, ‖residual U (ψ i)‖ ^ 2 := by
  refine Finset.sum_congr rfl fun i _ => ?_
  have h0 : ⟪ψ i, ψ i⟫_ℂ = (‖ψ i‖ : ℂ) ^ 2 := inner_self_eq_norm_sq_to_K _
  have h1 : ⟪residual U (ψ i), residual U (ψ i)⟫_ℂ = (‖residual U (ψ i)‖ : ℂ) ^ 2 :=
    inner_self_eq_norm_sq_to_K _
  have h2 : ⟪residual U (ψ i), residual U (ψ i)⟫_ℂ
      = ⟪ψ i, residual U (ψ i)⟫_ℂ - ⟪U.starProjection (ψ i), residual U (ψ i)⟫_ℂ :=
    inner_sub_left (ψ i) (U.starProjection (ψ i)) _
  have h3 : ⟪ψ i, residual U (ψ i)⟫_ℂ = ⟪ψ i, ψ i⟫_ℂ - ⟪ψ i, U.starProjection (ψ i)⟫_ℂ :=
    inner_sub_right _ (ψ i) (U.starProjection (ψ i))
  have h4 := residual_orth U (ψ i) (U.starProjection_apply_mem (ψ i))
  rw [hψ i] at h0
  have h : (1 : ℂ) - ⟪ψ i, U.starProjection (ψ i)⟫_ℂ = ((‖residual U (ψ i)‖ ^ 2 : ℝ) : ℂ) := by
    push_cast at h0 ⊢
    linear_combination h1 - h2 - h3 + h4 - h0
  have h' := congrArg Complex.re h
  rwa [Complex.sub_re, Complex.one_re, Complex.ofReal_re] at h'

/-- Spillage gain: if `x` is outside the basis span, its residual `r` has `‖r‖² > 0` and adding
`x` lowers the total spillage of any states `ψᵢ` by exactly `∑ᵢ |⟨ψᵢ|r⟩|² / ‖r‖²`. -/
theorem spillage_gain (x : E) (hx : x ∉ U) (ψ : ι → E) :
    0 < ‖residual U x‖ ^ 2 ∧
      spillage U ψ - spillage (extend U x) ψ
        = ∑ i, ‖⟪ψ i, residual U x⟫_ℂ‖ ^ 2 / ‖residual U x‖ ^ 2 := by
  have hr : residual U x ≠ 0 := fun h =>
    hx (by rw [sub_eq_zero.mp h]; exact U.starProjection_apply_mem x)
  refine ⟨pow_pos (norm_pos_iff.mpr hr) 2, ?_⟩
  rw [spillage, spillage, ← Finset.sum_sub_distrib]
  refine Finset.sum_congr rfl fun i _ => ?_
  have h1 : ⟪residual U x, residual U x⟫_ℂ = (‖residual U x‖ : ℂ) ^ 2 :=
    inner_self_eq_norm_sq_to_K _
  -- the extra expectation value c ⟨ψ|r⟩ with c = ⟨r|ψ⟩ / ⟨r|r⟩
  have h2 : ⟪residual U x, ψ i⟫_ℂ / ⟪residual U x, residual U x⟫_ℂ * ⟪ψ i, residual U x⟫_ℂ
      = ((‖⟪ψ i, residual U x⟫_ℂ‖ ^ 2 / ‖residual U x‖ ^ 2 : ℝ) : ℂ) := by
    rw [h1, ← inner_conj_symm (residual U x) (ψ i), div_mul_eq_mul_div, Complex.conj_mul',
      Complex.ofReal_div, Complex.ofReal_pow, Complex.ofReal_pow]
  rw [projection_extend U x (ψ i) _ (div_mul_cancel₀ _ (inner_self_ne_zero.mpr hr)),
    inner_add_right, inner_smul_right, h2, Complex.add_re, Complex.ofReal_re]
  ring

/-- Adding an orbital that already lies in the basis span leaves the spillage unchanged. -/
theorem spillage_extend_of_mem (x : E) (hx : x ∈ U) (ψ : ι → E) :
    spillage (extend U x) ψ = spillage U ψ := by
  have hr : residual U x = 0 := sub_eq_zero.mpr (Submodule.starProjection_eq_self_iff.mpr hx).symm
  refine Finset.sum_congr rfl fun i _ => ?_
  rw [projection_extend U x (ψ i) 0 (by simp [hr]), zero_smul, add_zero]

/-- For orthonormal states, the expansion `∑ᵢ ⟨ψᵢ|r⟩ ψᵢ` misses `r` by a vector of squared
norm `‖r‖² - ∑ᵢ |⟨ψᵢ|r⟩|²`. -/
theorem expansion_error (ψ : ι → E) (hψ : Orthonormal ℂ ψ) (r : E) :
    ‖∑ i, ⟪ψ i, r⟫_ℂ • ψ i - r‖ ^ 2 = ‖r‖ ^ 2 - ∑ i, ‖⟪ψ i, r⟫_ℂ‖ ^ 2 := by
  have key : ∀ y, (∀ j, ⟪ψ j, y⟫_ℂ = ⟪ψ j, r⟫_ℂ) →
      ⟪∑ i, ⟪ψ i, r⟫_ℂ • ψ i, y⟫_ℂ = ((∑ i, ‖⟪ψ i, r⟫_ℂ‖ ^ 2 : ℝ) : ℂ) := fun y h => by
    rw [sum_inner, Complex.ofReal_sum]
    refine Finset.sum_congr rfl fun i _ => ?_
    rw [inner_smul_left, h, Complex.conj_mul', Complex.ofReal_pow]
  have h1 : RCLike.re ⟪∑ i, ⟪ψ i, r⟫_ℂ • ψ i, r⟫_ℂ = ∑ i, ‖⟪ψ i, r⟫_ℂ‖ ^ 2 :=
    (congrArg Complex.re (key r fun _ => rfl)).trans (Complex.ofReal_re _)
  have h2 : RCLike.re ⟪∑ i, ⟪ψ i, r⟫_ℂ • ψ i, ∑ i, ⟪ψ i, r⟫_ℂ • ψ i⟫_ℂ
      = ∑ i, ‖⟪ψ i, r⟫_ℂ‖ ^ 2 :=
    (congrArg Complex.re (key _ fun j => hψ.inner_right_fintype _ j)).trans
      (Complex.ofReal_re _)
  rw [inner_self_eq_norm_sq] at h2
  rw [norm_sub_sq (𝕜 := ℂ), h1, h2]
  ring

/-- For orthonormal states and `x` outside the basis span, the spillage gain is at most one,
and it equals one exactly when the residual of `x` lies in the span of the states. -/
theorem spillage_gain_le_one (x : E) (hx : x ∉ U) (ψ : ι → E) (hψ : Orthonormal ℂ ψ) :
    spillage U ψ - spillage (extend U x) ψ ≤ 1 ∧
      (spillage U ψ - spillage (extend U x) ψ = 1 ↔
        residual U x ∈ Submodule.span ℂ (Set.range ψ)) := by
  obtain ⟨hpos, hg⟩ := spillage_gain U x hx ψ
  have he := expansion_error ψ hψ (residual U x)
  have hn := sq_nonneg ‖∑ i, ⟪ψ i, residual U x⟫_ℂ • ψ i - residual U x‖
  rw [hg, ← Finset.sum_div, div_le_one hpos, div_eq_one_iff_eq hpos.ne',
    Submodule.mem_span_range_iff_exists_fun]
  refine ⟨by linarith, fun h => ⟨fun i => ⟪ψ i, residual U x⟫_ℂ, ?_⟩, fun ⟨c, hc⟩ => ?_⟩
  · rw [h, sub_self] at he
    exact sub_eq_zero.mp (norm_eq_zero.mp (pow_eq_zero_iff two_ne_zero |>.mp he))
  · have h1 : ∑ i, ⟪ψ i, residual U x⟫_ℂ • ψ i = residual U x := by
      rw [← hc]
      exact Finset.sum_congr rfl fun i _ => by rw [hψ.inner_right_fintype c i]
    rw [h1, sub_self, norm_zero] at he
    linarith

/-- The standard basis `e₀, e₁` of `ℂ²`. -/
def e : Fin 2 → EuclideanSpace ℂ (Fin 2) := EuclideanSpace.basisFun (Fin 2) ℂ

/-- In `ℂ²` the states `e₀, e₁` are orthonormal, `e₀ + e₁` is outside the span of `e₀`, and
adding it to the basis `{e₀}` lowers the total spillage by one. -/
theorem spillage_gain_witness :
    Orthonormal ℂ e ∧ e 0 + e 1 ∉ Submodule.span ℂ {e 0} ∧
      spillage (Submodule.span ℂ {e 0}) e
        - spillage (extend (Submodule.span ℂ {e 0}) (e 0 + e 1)) e = 1 := by
  have ho : Orthonormal ℂ e := (EuclideanSpace.basisFun (Fin 2) ℂ).orthonormal
  have hx : e 0 + e 1 ∉ Submodule.span ℂ {e 0} := fun h => by
    obtain ⟨t, ht⟩ := Submodule.mem_span_singleton.mp h
    have h1 := congrArg (fun v : EuclideanSpace ℂ (Fin 2) => v 1) ht
    simp [e] at h1
  have ht : Submodule.span ℂ (Set.range e) = ⊤ :=
    (EuclideanSpace.basisFun (Fin 2) ℂ).toBasis.span_eq
  refine ⟨ho, hx, (spillage_gain_le_one _ _ hx e ho).2.mpr ?_⟩
  rw [ht]
  exact Submodule.mem_top

end

end SpillageGain
```

```lean
#print axioms SpillageGain.spillage_eq_sum_residual
#print axioms SpillageGain.spillage_gain
#print axioms SpillageGain.spillage_extend_of_mem
#print axioms SpillageGain.spillage_gain_le_one
```

```
'SpillageGain.spillage_eq_sum_residual' depends on axioms: [propext, Classical.choice, Quot.sound]
'SpillageGain.spillage_gain' depends on axioms: [propext, Classical.choice, Quot.sound]
'SpillageGain.spillage_extend_of_mem' depends on axioms: [propext, Classical.choice, Quot.sound]
'SpillageGain.spillage_gain_le_one' depends on axioms: [propext, Classical.choice, Quot.sound]
```

## What the objects and theorems say

`E` is the one-particle space, of any dimension and not assumed complete. The bracket `⟪u, v⟫_ℂ`-style notation is Mathlib's inner product, antilinear in the first slot and linear in the second, as in Dirac notation. `U : Submodule ℂ E` is the basis span and `U.starProjection` is \(P\), as a map from \(E\) to \(E\). The assumption `[U.HasOrthogonalProjection]` says that every vector splits into a part in \(U\) and a part orthogonal to \(U\). It is postulated for \(U\) in the general theorems and stands for the physical premise that every vector of the one-particle space, including the added orbital, has a best approximation in the basis span; the span of finitely many orbitals satisfies it. For \(U'\) the property is derived. The states are a family `ψ : ι → E` over a finite index type. The definitions `residual`, `extend` and `spillage` are \(r\), \(U'\) and \(S\). The spillage is a plain sum, with no division by the number of states, no occupation numbers and no Brillouin-zone weights. The norm of a complex number is its modulus, so `‖⟪ψ i, residual U x⟫_ℂ‖ ^ 2` is \(|\langle\psi_i|r\rangle|^2\).

`spillage_gain` assumes `x ∉ U` and nothing about the states or the norm of \(x\). It states that \(\|r\|^2 > 0\) and that \(S(U) - S(U')\) equals the sum above. The first clause matters because division by zero returns zero in Lean, and it shows that the quotient here is a true one. For unnormalised states the constant \(1\) in `spillage` has no physical meaning, but it cancels in the difference. `spillage_extend_of_mem` covers the remaining case `x ∈ U`. `spillage_eq_sum_residual` assumes only \(\|\psi_i\| = 1\). `spillage_gain_le_one` assumes `x ∉ U` and `Orthonormal ℂ ψ`, and states the bound and its equality case. All of these concern one added orbital and fixed states. They do not treat optimisation of the shape of \(x\), relaxation of the states in the new basis, or the quality of a basis built by repeated best additions.

## How the tactics follow the derivation

`residual_orth` is \(\langle a|r\rangle = 0\), read off from Mathlib's fact that \(x - Px\) lies in the orthogonal complement. In `extend_decomp`, `hU` and `hx` place \(P\varphi + cr\) in \(U'\), and `hw` rewrites the remainder as \((\varphi - P\varphi) - cr\). Then `h1`, `h2` and `h3` are the three orthogonality relations against \(a\), \(r\) and \(x\), and the two `obtain` lines write a general element as \(a + tx\). The condition on \(c\) is kept in product form, so the lemma serves both \(r = 0\) and \(r \ne 0\). `extend_hasProjection` supplies \(c\) in these two cases and registers the projector on \(U'\), which is what allows `spillage (extend U x) ψ` to be written. `projection_extend` uses the uniqueness of the orthogonal splitting to identify \(P'\varphi\).

In `spillage_gain`, `hr` is the step from \(x \notin U\) to \(r \neq 0\). The two sums are merged and compared term by term, `h2` evaluates \(c_i\langle\psi_i|r\rangle\) as a real number, and the final rewrite inserts the projector update and takes real parts. In `spillage_eq_sum_residual` the expansions of \(\langle\rho_i|\rho_i\rangle\) and \(\langle\psi_i|\rho_i\rangle\) are `h2` and `h3`, and `linear_combination` adds them to the orthogonality `h4` and the norm relations `h0` and `h1`.

In `expansion_error`, `key` computes the inner product of the sum \(y = \sum_i \alpha_i\psi_i\) with any vector that has the same overlaps \(\alpha_j\) as \(r\); the code calls this second vector `y` and writes the sum out. It is applied to \(r\) itself and to \(y\), and the second use is where orthonormality enters, through `hψ.inner_right_fintype`. `spillage_gain_le_one` clears the positive denominator, gets the bound by `linarith`, and proves the two directions of the equivalence as above.

## Two dimensions, one state, no states

`spillage_gain_witness` takes \(E = \mathbb{C}^2\) with standard basis \(e_0, e_1\) as the states, \(U = \mathbb{C}e_0\) and \(x = e_0 + e_1\). It states that the family is orthonormal, that \(x \notin U\), and that the gain is \(1\), so the bound is attained. The proof of \(x \notin U\) compares component \(1\), and the value follows from the equality case because the states span the whole space. Explicitly, \(r = e_1\), the spillage falls from \(0 + 1\) to \(0 + 0\), and the formula gives \(0 + 1\). The vector \(x\) has norm \(\sqrt2\); the normalised orbital \((e_0 + e_1)/\sqrt2\) has residual \(e_1/\sqrt2\), the same \(\hat r = e_1\), and the same gain.

For a single normalised state \(\psi\) the gain is \(|\langle\psi|\hat r\rangle|^2\), which reaches \(1\) when \(r\) is a multiple of \(\psi\). With no states the gain is \(0\) and their span is \(\{0\}\), so both sides of the equivalence are false, consistently with \(r \neq 0\). For an empty basis, \(U = \{0\}\), the residual is \(x\) itself.

## The version with an overlap matrix

The other description starts from finitely many orbitals \(\chi_\mu\) with overlap matrix \(O_{\mu\nu} = \langle\chi_\mu|\chi_\nu\rangle\) and defines \(P = \sum_{\mu\nu}|\chi_\mu\rangle (O^{-1})_{\mu\nu}\langle\chi_\nu|\). This needs linearly independent orbitals as an added hypothesis, restricts \(U\) to finite dimension, and leaves the case \(x \in U\) without an inverse for the enlarged matrix. In return the quantities become explicit: with \(b_\mu = \langle\chi_\mu|x\rangle\) the denominator would read \(\|r\|^2 = \langle x|x\rangle - b^\dagger O^{-1} b\), the Schur complement that appears on inverting the enlarged overlap matrix in blocks. These matrix expressions are ordinary algebra added for orientation, and no theorem in the file states them.
